# The sixteen matrices \(i^kP\) form the single-qubit Pauli group, with centre \(\{\pm I,\pm iI\}\) and squares \(\pm I\)

A code that multiplies the Pauli matrices \(X\) and \(Y\) and records the answer as \(Z\) has lost a factor of \(i\). In a sum of operators that factor belongs to a coefficient, and the damage is easy to see: \(XY+YX=iZ-iZ=0\), but with the phases dropped the same sum becomes \(2Z\). Keeping a sign is not enough either, because \(XY=iZ\) is neither \(Z\) nor \(-Z\). The phases \(1,i,-1,-i\) are enough, and a product never leads to any others.

## Sixteen labels, one matrix each

Let \(I\) be the \(2\times2\) identity matrix, \(i\) the imaginary unit, and

\[
X=\begin{pmatrix}0&1\\1&0\end{pmatrix},\qquad
Y=\begin{pmatrix}0&-i\\i&0\end{pmatrix},\qquad
Z=\begin{pmatrix}1&0\\0&-1\end{pmatrix}.
\]

The matrices considered are \(i^kP\) with \(k\in\{0,1,2,3\}\) and \(P\in\{I,X,Y,Z\}\). They have these properties:

- They are sixteen different matrices.
- They form a subgroup of the \(2\times2\) unitary matrices.
- The elements that commute with the whole subgroup are \(I,iI,-I,-iI\).
- The square of each element is \(I\) or \(-I\); more precisely, \((i^kP)^2=(-1)^kI\).

## Integer labels in place of matrices

A simulation code can store such an operator as the pair \((k,P)\), which takes four bits. Closure means that a product of two stored operators fits the same format. Distinctness means that two operators are equal exactly when their labels are equal, so no matrix comparison is needed.

The centre says what conjugation can reveal. If \(U\) is in the group and a code tracks only the map \(V\mapsto UVU^\dagger\) on the group, it can recover the letter of \(U\) but not its phase.

The squares matter for rotations. The formula \(e^{-i\theta A}=\cos\theta\,I-i\sin\theta\,A\) uses \(A^2=I\), so it applies to \(A=i^kP\) when \(k\) is even. For odd \(k\) the square is \(-I\) and the formula fails for general \(\theta\).

In electronic structure, the Jordan–Wigner encoding turns fermionic operators into sums of Pauli strings, and strings are multiplied qubit by qubit; the result here describes the factor on a single qubit.

## From the multiplication table to the centre

**Products.** Direct multiplication gives \(X^2=Y^2=Z^2=I\) and

\[
XY=iZ,\qquad YZ=iX,\qquad ZX=iY.
\]

The four matrices are Hermitian, so taking adjoints reverses the order:

\[
YX=-iZ,\qquad ZY=-iX,\qquad XZ=-iY.
\]

Since \(-i=i^3\), every product has the form \(PQ=i^{m(P,Q)}R\), where \(R\) is again a Pauli letter and \(m(P,Q)\in\{0,1,3\}\). Therefore

\[
(i^kP)(i^lQ)=i^{\,k+l+m(P,Q)}R,
\]

and because \(i^4=1\) the exponent may be reduced modulo 4. This is closure under products.

**Unitarity and inverses.** From \(P^\dagger=P\) and \(P^2=I\),

\[
(i^kP)(i^kP)^\dagger=i^k(-i)^kP^2=I .
\]

The inverse is the adjoint, \((-i)^kP=i^{3k}P\), which is again of the required form. The identity is \(i^0I\).

**Distinctness.** If \(P=Q\), then \(\operatorname{Tr}(PQ)=\operatorname{Tr}I=2\). If \(P\ne Q\), the table shows that \(PQ\) is a phase times \(X\), \(Y\) or \(Z\), each of which has trace zero. Now suppose \(aP=bQ\) with \(a\neq0\). Multiplying on the right by \(P\) and taking the trace gives

\[
2a=b\operatorname{Tr}(QP).
\]

The left side is nonzero, so \(Q=P\), and then \(a=b\). With \(a=i^k\) and \(b=i^l\), the values \(1,i,-1,-i\) are different, so \(k=l\).

**Centre.** Let \(M\) have entries \(M_{00},M_{01},M_{10},M_{11}\). Then

\[
XM=\begin{pmatrix}M_{10}&M_{11}\\M_{00}&M_{01}\end{pmatrix},\qquad
MX=\begin{pmatrix}M_{01}&M_{00}\\M_{11}&M_{10}\end{pmatrix},
\]

so \(XM=MX\) gives \(M_{10}=M_{01}\) and \(M_{11}=M_{00}\). The upper right entry of \(ZM=MZ\) reads \(M_{01}=-M_{01}\), so \(M_{01}=0\) and \(M=M_{00}I\). If \(M=i^kP\) is central, then \(i^kP=M_{00}I\), and the previous argument gives \(P=I\). Conversely, each \(i^kI\) commutes with every matrix.

**Squares.** \((i^kP)^2=i^{2k}P^2=(-1)^kI\).

## The product of \(iX\) and \(-Y\)

Take \(A=iX\), with label \((1,X)\), and \(B=-Y\), with label \((2,Y)\). Since \(m(X,Y)=1\), the exponent of \(AB\) is \(1+2+1=4\), which reduces to 0, so the labels predict \(AB=Z\). The matrices agree:

\[
\begin{pmatrix}0&i\\i&0\end{pmatrix}
\begin{pmatrix}0&i\\-i&0\end{pmatrix}
=\begin{pmatrix}1&0\\0&-1\end{pmatrix}.
\]

In the other order \(m(Y,X)=3\), and the exponent is \(2+1+3=6\), which reduces to 2. Hence \(BA=-Z\). The inverse of \(A\) has exponent \(3\cdot1=3\), so it is \(-iX\), and \(A^2=-I\) because \(k=1\) is odd.

## The group as a Lean subgroup

```lean
import Mathlib

open Matrix

namespace SingleQubitPauliGroup

noncomputable section

/-- The four Pauli letters. -/
inductive Letter
  | I | X | Y | Z
  deriving DecidableEq

/-- The Pauli letters form a finite type. -/
instance : Fintype Letter := ⟨{.I, .X, .Y, .Z}, fun p => by cases p <;> simp⟩

/-- The 2×2 complex matrix of a Pauli letter. -/
def σ : Letter → Matrix (Fin 2) (Fin 2) ℂ
  | .I => 1
  | .X => !![0, 1; 1, 0]
  | .Y => !![0, -Complex.I; Complex.I, 0]
  | .Z => !![1, 0; 0, -1]

/-- The letter of the product of two Pauli matrices, with the phase disregarded. -/
def letterMul : Letter → Letter → Letter
  | .I, q => q
  | p, .I => p
  | .X, .Y | .Y, .X => .Z
  | .Y, .Z | .Z, .Y => .X
  | .Z, .X | .X, .Z => .Y
  | _, _ => .I

/-- The power of `i` in the product of two Pauli matrices. -/
def phase : Letter → Letter → ℕ
  | .X, .Y | .Y, .Z | .Z, .X => 1
  | .Y, .X | .Z, .Y | .X, .Z => 3
  | _, _ => 0

/-- The matrix `i^k P` for a Pauli letter `P` and `k = 0, 1, 2, 3`. -/
def phased (k : Fin 4) (p : Letter) : Matrix (Fin 2) (Fin 2) ℂ :=
  Complex.I ^ (k : ℕ) • σ p

/-- The product of two Pauli matrices is a power of `i` times a Pauli matrix,
as given by the tables `phase` and `letterMul`. -/
theorem sigma_mul (p q : Letter) :
    σ p * σ q = Complex.I ^ phase p q • σ (letterMul p q) := by
  have h3 : Complex.I ^ 3 = -Complex.I := by
    rw [pow_succ, Complex.I_sq]; ring
  cases p <;> cases q <;> ext i j <;> fin_cases i <;> fin_cases j <;>
    simp [σ, phase, letterMul, Matrix.mul_apply, Fin.sum_univ_two, h3]

/-- Each Pauli matrix is Hermitian and squares to the identity. -/
theorem sigma_hermitian_involution (p : Letter) : (σ p)ᴴ = σ p ∧ σ p * σ p = 1 := by
  constructor
  · cases p <;> ext i j <;> fin_cases i <;> fin_cases j <;>
      simp [σ, Matrix.conjTranspose_apply]
  · rw [sigma_mul]
    cases p <;> simp [phase, letterMul, σ]

/-- Pauli matrices are orthogonal under the trace: `Tr(PQ)` is 2 if `P = Q` and 0 otherwise. -/
theorem trace_sigma_mul (p q : Letter) :
    (σ p * σ q).trace = if p = q then 2 else 0 := by
  cases p <;> cases q <;>
    simp [σ, Matrix.trace_fin_two] <;> norm_num

/-- A nonzero multiple of a Pauli matrix determines both the letter and the coefficient. -/
theorem smul_sigma_injective {a b : ℂ} {p q : Letter} (ha : a ≠ 0)
    (h : a • σ p = b • σ q) : p = q ∧ a = b := by
  -- multiply by `σ p` and take the trace
  have h1 : a * 2 = b * (if q = p then 2 else 0) := by
    have h0 := congrArg (fun M => (M * σ p).trace) h
    simpa only [Matrix.smul_mul, Matrix.trace_smul, trace_sigma_mul,
      smul_eq_mul, if_true] using h0
  by_cases hpq : q = p
  · rw [if_pos hpq] at h1
    exact ⟨hpq.symm, mul_right_cancel₀ two_ne_zero h1⟩
  · rw [if_neg hpq, mul_zero] at h1
    exact absurd h1 (mul_ne_zero ha two_ne_zero)

/-- The matrices `i^k P` are pairwise distinct: the matrix determines both `k` and `P`. -/
theorem phased_injective {k l : Fin 4} {p q : Letter} (h : phased k p = phased l q) :
    k = l ∧ p = q := by
  unfold phased at h
  obtain ⟨hpq, h2⟩ := smul_sigma_injective (pow_ne_zero _ Complex.I_ne_zero) h
  refine ⟨?_, hpq⟩
  have h3 : Complex.I ^ 3 = -Complex.I := by
    rw [pow_succ, Complex.I_sq]; ring
  clear h
  revert h2
  fin_cases k <;> fin_cases l <;> norm_num [Complex.ext_iff, h3]

/-- Each of the matrices `i^k P` is unitary. -/
theorem phased_mem_unitaryGroup (k : Fin 4) (p : Letter) :
    phased k p ∈ Matrix.unitaryGroup (Fin 2) ℂ := by
  have hI : Complex.I * star Complex.I = 1 := by
    rw [Complex.star_def, Complex.conj_I]; simp
  obtain ⟨hh, hs⟩ := sigma_hermitian_involution p
  rw [Matrix.mem_unitaryGroup_iff, Matrix.star_eq_conjTranspose, phased,
    Matrix.conjTranspose_smul, hh, Matrix.smul_mul, Matrix.mul_smul, hs, smul_smul,
    star_pow, ← mul_pow, hI, one_pow, one_smul]

/-- The single-qubit Pauli group: the unitaries of the form `i^k P`, as a subgroup of
the unitary group. -/
def pauliGroup : Subgroup (Matrix.unitaryGroup (Fin 2) ℂ) where
  carrier := {U | ∃ k p, (U : Matrix (Fin 2) (Fin 2) ℂ) = phased k p}
  mul_mem' := by
    rintro U V ⟨k, p, hU⟩ ⟨l, q, hV⟩
    -- phases add modulo four
    have h : phased k p * phased l q =
        phased ⟨(k + l + phase p q) % 4, Nat.mod_lt _ (by norm_num)⟩ (letterMul p q) := by
      simp only [phased, Matrix.smul_mul, Matrix.mul_smul, sigma_mul, smul_smul]
      rw [← Complex.I_pow_eq_pow_mod]
      congr 1
      ring
    exact ⟨_, _, (congrArg₂ (· * ·) hU hV).trans h⟩
  one_mem' := ⟨0, .I, by simp [phased, σ]⟩
  inv_mem' := by
    rintro U ⟨k, p, hU⟩
    -- the inverse is the adjoint, and the conjugate of `i` is `i^3`
    have hI : star Complex.I = Complex.I ^ 3 := by
      rw [Complex.star_def, Complex.conj_I, pow_succ, Complex.I_sq]; ring
    have h : star (phased k p) = phased ⟨(3 * k) % 4, Nat.mod_lt _ (by norm_num)⟩ p := by
      simp only [phased]
      rw [Matrix.star_eq_conjTranspose, Matrix.conjTranspose_smul,
        (sigma_hermitian_involution p).1, star_pow, hI, ← pow_mul,
        ← Complex.I_pow_eq_pow_mod]
    exact ⟨_, _, (congrArg star hU).trans h⟩

/-- The matrix `i^k P` as an element of the Pauli group. -/
def element (k : Fin 4) (p : Letter) : pauliGroup :=
  ⟨⟨phased k p, phased_mem_unitaryGroup k p⟩,
    show ∃ k' p', phased k p = phased k' p' from ⟨k, p, rfl⟩⟩

/-- A 2×2 matrix that commutes with both `X` and `Z` is a multiple of the identity. -/
theorem scalar_of_commute (M : Matrix (Fin 2) (Fin 2) ℂ)
    (hX : σ .X * M = M * σ .X) (hZ : σ .Z * M = M * σ .Z) : M = M 0 0 • 1 := by
  have a : M 1 1 = M 0 0 := by
    simpa [σ, Matrix.mul_apply, Fin.sum_univ_two] using congrFun (congrFun hX 0) 1
  have b : M 1 0 = M 0 1 := by
    simpa [σ, Matrix.mul_apply, Fin.sum_univ_two] using congrFun (congrFun hX 0) 0
  have c : M 0 1 = -M 0 1 := by
    simpa [σ, Matrix.mul_apply, Fin.sum_univ_two] using congrFun (congrFun hZ 0) 1
  have d : M 0 1 = 0 := by linear_combination (1 / 2) * c
  have e : M 1 0 = 0 := b.trans d
  ext i j
  fin_cases i <;> fin_cases j <;> simp [a, d, e]

/-- The square of `i^k P` is `(-1)^k` times the identity. -/
theorem phased_sq (k : Fin 4) (p : Letter) : phased k p ^ 2 = (-1 : ℂ) ^ (k : ℕ) • 1 := by
  rw [pow_two, phased, Matrix.smul_mul, Matrix.mul_smul,
    (sigma_hermitian_involution p).2, smul_smul, ← mul_pow, Complex.I_mul_I]

/-- The Pauli group has sixteen elements, its centre consists of the elements `i^k` times
the identity, and each of its elements squares to plus or minus the identity. -/
theorem pauliGroup_structure :
    Nat.card pauliGroup = 16 ∧
    (∀ U : pauliGroup, U ∈ Subgroup.center pauliGroup ↔
      ∃ k : Fin 4, U.1.1 = Complex.I ^ (k : ℕ) • 1) ∧
    ∀ U : pauliGroup, U.1.1 ^ 2 = 1 ∨ U.1.1 ^ 2 = -1 := by
  refine ⟨?_, fun U => ?_, fun U => ?_⟩
  · -- the labels (k, P) count the elements without repetition
    have hb : Function.Bijective (fun a : Fin 4 × Letter => element a.1 a.2) := by
      constructor
      · intro a b h
        have h0 : phased a.1 a.2 = phased b.1 b.2 :=
          congrArg (fun V : pauliGroup => V.1.1) h
        exact Prod.ext (phased_injective h0).1 (phased_injective h0).2
      · intro U
        obtain ⟨k, p, hU⟩ := U.2
        exact ⟨(k, p), Subtype.ext (Subtype.ext hU.symm)⟩
    exact (Nat.card_congr (Equiv.ofBijective _ hb)).symm.trans
      (Nat.card_eq_fintype_card.trans rfl)
  · rw [Subgroup.mem_center_iff]
    constructor
    · intro h
      have hc : ∀ q, σ q * U.1.1 = U.1.1 * σ q := fun q => by
        have h0 : phased 0 q * U.1.1 = U.1.1 * phased 0 q :=
          congrArg (fun V : pauliGroup => V.1.1) (h (element 0 q))
        simpa [phased] using h0
      obtain ⟨k, p, hU⟩ := U.2
      -- a central element is scalar, so its letter is I
      have e : Complex.I ^ (k : ℕ) • σ p = U.1.1 0 0 • σ .I :=
        hU.symm.trans (scalar_of_commute _ (hc .X) (hc .Z))
      obtain ⟨hp, -⟩ := smul_sigma_injective (pow_ne_zero _ Complex.I_ne_zero) e
      subst hp
      exact ⟨k, hU⟩
    · rintro ⟨k, hk⟩ V
      apply Subtype.ext
      apply Subtype.ext
      change V.1.1 * U.1.1 = U.1.1 * V.1.1
      rw [hk]
      simp
  · obtain ⟨k, p, hU⟩ := U.2
    rw [hU, phased_sq]
    rcases neg_one_pow_eq_or ℂ (k : ℕ) with h | h
    · left; rw [h, one_smul]
    · right; rw [h, neg_smul, one_smul]

end

end SingleQubitPauliGroup
```

```lean
#print axioms SingleQubitPauliGroup.pauliGroup_structure
```

```
'SingleQubitPauliGroup.pauliGroup_structure' depends on axioms: [propext, Classical.choice, Quot.sound]
```

## Reading `pauliGroup_structure`

The type `Letter` has the four values `I`, `X`, `Y`, `Z`, and `σ` sends each to its matrix. The letter `I` is the label of the identity matrix, while `Complex.I` is the imaginary unit. The function `phase` is \(m(P,Q)\), `letterMul` gives the letter \(R\), and `phased k p` is the matrix \(i^kP\), with `k : Fin 4` running over 0, 1, 2, 3.

`pauliGroup` is a `Subgroup` of `Matrix.unitaryGroup (Fin 2) ℂ`. Its carrier is the set of unitaries whose matrix equals some `phased k p`. For an element `U` of this group, `U.1` is the unitary and `U.1.1` its matrix.

The final theorem has no hypotheses and three parts. The first says that the group has 16 elements. The second says that `U` lies in `Subgroup.center pauliGroup` exactly when its matrix is \(i^k\) times the identity for some `k`. This is the centre of the Pauli group itself, so commutation is required only with its own elements. The third says that the square of each matrix is `1` or `-1`, meaning plus or minus the identity matrix; `phased_sq` says which sign belongs to which `k`.

## Case checks, traces and a bijection

`sigma_mul` verifies the multiplication table. The `cases` steps produce the sixteen pairs of letters, `fin_cases` runs through the matrix entries, and `simp` evaluates them. `sigma_hermitian_involution` supplies \(P^\dagger=P\) and \(P^2=I\), from which `phased_mem_unitaryGroup` derives unitarity.

`trace_sigma_mul` is the trace rule. `smul_sigma_injective` follows the distinctness argument: its `congrArg` step multiplies both sides by `σ p` and takes the trace, and the two cases are equal and unequal letters. `phased_injective` then compares the powers of \(i\) through their real and imaginary parts.

The group laws are proved inside the definition of `pauliGroup`. `mul_mem'` adds the exponents modulo 4, `one_mem'` uses the label \((0,I)\), and `inv_mem'` uses the adjoint with exponent \(3k\) modulo 4.

To count the elements, the main proof shows that `element`, which turns a label into a group element, is a bijection from `Fin 4 × Letter` to the group. Injectivity comes from `phased_injective`, and surjectivity from the definition of the carrier.

For the centre, a central `U` is tested against `element 0 q`, the Pauli matrix with no extra phase. The cases `X` and `Z` feed `scalar_of_commute`, which performs the entry comparison above, and `smul_sigma_injective` then forces the letter to be `I`. The converse substitutes the scalar matrix and simplifies. The last part combines `phased_sq` with the fact that a power of \(-1\) is \(1\) or \(-1\).

## Guaranteed for one qubit, left to the code beyond that

The theorems settle the algebra of the sixteen complex matrices, including the tables `phase` and `letterMul`. The step to a running program is that its stored integers stand for these matrices and are combined by these tables. That has to be checked in the program.

The convention for \(Y\) deserves attention here. Some codes store two bits \(x,z\) and mean \(i^kX^xZ^z\). Since \(Y=iXZ\), the operator written here as \(i^kY\) has exponent \(k+1\) modulo 4 in that format, and the phase table changes accordingly.

Strings on several qubits would need tensor products, which do not appear in the file. Nor is there a theorem that two elements always commute or anticommute, the property used in stabiliser methods and in grouping measurements, although for one qubit it can be read off from the multiplication table.
